# Which orbital residual survives a basis change? S⁻¹(Hc − eSc) under every invertible one, Hc − eSc only under orthogonal ones

Take a single basis function χ and replace it by 2χ. The coefficient of a given orbital halves, c' = c/2. The residual r = hc − esc, with h and s the Hamiltonian and overlap elements and e a fixed trial energy, doubles instead: h' = 4h and s' = 4s, so r' = 2r. A descent step c − τr therefore moves the orbital by a different amount after a mere rescaling. Dividing by the overlap repairs this, since r'/s' = (r/s)/2 halves just as the coefficient does.

Does the repair work for every invertible change of a larger basis? And is the raw residual really spoiled by every non-orthogonal change? Residuals in a calculation are not arbitrary vectors: with a normalised orbital and e its energy expectation value, r is orthogonal to c. Perhaps that restriction lets some non-orthogonal changes through.

## The overlap solve always works, and with two or more functions the restriction on r rescues nothing

The answer to both questions is yes, the second one as soon as there are at least two basis functions. Let T be a real invertible matrix and write the orbital as c = Tc'. The matrices become H' = TᵀHT and S' = TᵀST, so

r' = TᵀHTc' − e TᵀSTc' = Tᵀ(Hc − eSc) = Tᵀr.

Coefficients of an orbital transform with T⁻¹, while the residual transforms with Tᵀ. Let g solve Sg = r, and let g' solve S'g' = r'. The second equation reads

TᵀSTg' = Tᵀr.

Cancel Tᵀ, then S, then T:

g' = T⁻¹S⁻¹r = T⁻¹g.

So g and g' are one vector in two sets of coordinates. A step with the same factor τ gives the same orbital. The error measure gᵀr = gᵀSg, which is the squared norm of the function with coefficients g, also keeps its value:

T(c' − τg') = c − τg

g'ᵀr' = (Tg')ᵀr = gᵀr.

The raw residual, read as a set of coefficients and carried back to the old basis, is Tr' = TTᵀr. This equals r for every vector r exactly when TTᵀ = 1, which for square matrices is the same as TᵀT = 1.

Now restrict to residuals with cᵀSc = 1 and e = cᵀHc. Then cᵀr = e − e = 0. With one basis function this forces r = 0, and any rescaling is harmless. With two or more, every vector r still occurs. Take two different indices i and j, and choose a nonzero c₀ orthogonal to r: the i-th unit vector if rᵢ = 0, otherwise the vector with entry rⱼ at i and −rᵢ at j. Set c = c₀/√(c₀ᵀSc₀) and

H = (rcᵀ + crᵀ)/(cᵀc).

This H is symmetric. Because cᵀr = 0, we get Hc = r and e = cᵀr = 0, so the residual is r. A rule that holds for all symmetric H and all normalised orbitals must therefore satisfy TTᵀr = r for every r, and T is orthogonal.

### Two orthonormal functions, one of them mixed

Let S = 1, let H have zero diagonal and off-diagonal elements 1, and take c = (1, 0). Then e = 0 and r = (0, 1). Keep χ₁ and replace χ₂ by χ₁ + χ₂, so that T has rows (1, 1) and (0, 1). The orbital keeps its coefficients, c' = (1, 0), and r' = Tᵀr = (0, 1).

With τ = 1/2, the raw step in the old basis gives (1, −1/2), which is (2, −1)/√5 after normalisation, with energy −4/5. The raw step in the new basis gives c' − r'/2 = (1, −1/2), which in the old basis is (1/2, −1/2). Normalised, this is (1, −1)/√2, with energy −1. The same recipe has produced two different orbitals, and here the skewed basis happens to do better.

The new overlap S' has rows (1, 1) and (1, 2), and S'g' = r' gives g' = (−1, 1). Then Tg' = (0, 1) = g, and the two steps agree.

### What the Lean statements say

Basis functions are labelled by a finite type `n`, and all matrices are real. `inBasis T A` is TᵀAT, and `residual H S e c` is Hc − eSc. Where a theorem contains `T *ᵥ c`, its `c` is the new coefficient vector c' from above, and `T *ᵥ c` is the old one. The hypothesis `hS : S.PosDef` stands for linearly independent basis functions, and `hT : IsUnit T.det` says that T is invertible.

`preconditioned_residual_covariant` states that g solves S'g = r' if and only if g = T⁻¹S⁻¹r, for any real e and any H, symmetric or not. `preconditioned_step_covariant` takes solutions g and g' in the two bases and concludes that the stepped orbital and the error measure agree. `transpose_eq_inverse_iff` compares Tᵀr with T⁻¹r over all vectors r.

`raw_residual_covariant_iff` is the version for normalised orbitals with their energy expectation values. `[Nontrivial n]` supplies the two basis functions. The equivalence concerns all symmetric H and all such orbitals together; for one particular pair the raw residuals may agree under a non-orthogonal T, as they do whenever r = 0.

For direct minimisation of one real orbital with H held fixed during the step, this means that a steepest-descent update with a given τ is the same in every basis of the same function space, orthogonal or not, if the overlap system is solved first. A basis set that spans a different space can still give a different update. Several orbitals with mutual orthogonality constraints, complex coefficients and convergence rates are different matters.

```lean
import Mathlib

open Matrix

namespace ResidualCovariance

variable {n : Type*} [Fintype n]

/-- The matrix `Tᵀ A T` of a quadratic form (Hamiltonian or overlap) after the basis change
`c = T c'`. -/
def inBasis (T A : Matrix n n ℝ) : Matrix n n ℝ := Tᵀ * A * T

/-- The residual `H c - e S c` of the generalised eigenvalue equation. -/
def residual (H S : Matrix n n ℝ) (e : ℝ) (c : n → ℝ) : n → ℝ :=
  H *ᵥ c - e • (S *ᵥ c)

/-- A transformed matrix acts by going to the old basis, applying the old matrix, and
returning with `Tᵀ`. -/
theorem inBasis_mulVec (T A : Matrix n n ℝ) (c : n → ℝ) :
    inBasis T A *ᵥ c = Tᵀ *ᵥ (A *ᵥ (T *ᵥ c)) := by
  simp only [inBasis, Matrix.mulVec_mulVec, Matrix.mul_assoc]

/-- The residual transforms with the transpose, `r' = Tᵀ r`. -/
theorem residual_inBasis (T H S : Matrix n n ℝ) (e : ℝ) (c : n → ℝ) :
    residual (inBasis T H) (inBasis T S) e c = Tᵀ *ᵥ residual H S e (T *ᵥ c) := by
  simp only [residual, inBasis_mulVec, Matrix.mulVec_sub, Matrix.mulVec_smul]

/-- Quadratic forms, such as the energy and the squared norm of an orbital, have the same
value in both bases. -/
theorem expectation_inBasis (T A : Matrix n n ℝ) (c : n → ℝ) :
    c ⬝ᵥ inBasis T A *ᵥ c = (T *ᵥ c) ⬝ᵥ A *ᵥ (T *ᵥ c) := by
  rw [inBasis_mulVec, Matrix.dotProduct_mulVec, Matrix.vecMul_transpose]

variable [DecidableEq n]

/-- A linear system with an invertible matrix has exactly one solution, given by the
inverse matrix. -/
theorem solve_iff {A : Matrix n n ℝ} (hA : IsUnit A.det) {x y : n → ℝ} :
    A *ᵥ x = y ↔ x = A⁻¹ *ᵥ y := by
  constructor
  · rintro rfl
    rw [Matrix.mulVec_mulVec, Matrix.nonsing_inv_mul _ hA, Matrix.one_mulVec]
  · rintro rfl
    rw [Matrix.mulVec_mulVec, Matrix.mul_nonsing_inv _ hA, Matrix.one_mulVec]

/-- For a positive definite overlap `S` and an invertible basis change `T`, the equation
`S' g = r'` for the preconditioned residual has exactly one solution, `g = T⁻¹ S⁻¹ r`. -/
theorem preconditioned_residual_covariant {S T : Matrix n n ℝ} (hS : S.PosDef)
    (hT : IsUnit T.det) (H : Matrix n n ℝ) (e : ℝ) (c g : n → ℝ) :
    inBasis T S *ᵥ g = residual (inBasis T H) (inBasis T S) e c ↔
      g = T⁻¹ *ᵥ (S⁻¹ *ᵥ residual H S e (T *ᵥ c)) := by
  have hSd : IsUnit S.det := isUnit_iff_ne_zero.mpr hS.det_pos.ne'
  have hTt : IsUnit (Tᵀ).det := by rwa [Matrix.det_transpose]
  -- cancel the transpose, then the overlap, then the basis change
  rw [residual_inBasis, inBasis_mulVec, solve_iff hTt, Matrix.mulVec_mulVec _ (Tᵀ)⁻¹ Tᵀ,
    Matrix.nonsing_inv_mul _ hTt, Matrix.one_mulVec, solve_iff hSd, solve_iff hT]

/-- Let `S` be positive definite, `T` invertible, and `g`, `g'` the preconditioned residuals in
the old and new basis. A descent step of length `τ` then gives the same orbital in both bases,
and the error measure `gᵀ r` has the same value. -/
theorem preconditioned_step_covariant {S T : Matrix n n ℝ} (hS : S.PosDef)
    (hT : IsUnit T.det) (H : Matrix n n ℝ) (e τ : ℝ) (c g g' : n → ℝ)
    (hg : S *ᵥ g = residual H S e (T *ᵥ c))
    (hg' : inBasis T S *ᵥ g' = residual (inBasis T H) (inBasis T S) e c) :
    T *ᵥ (c - τ • g') = T *ᵥ c - τ • g ∧
      g' ⬝ᵥ residual (inBasis T H) (inBasis T S) e c =
        g ⬝ᵥ residual H S e (T *ᵥ c) := by
  have hSd : IsUnit S.det := isUnit_iff_ne_zero.mpr hS.det_pos.ne'
  -- both directions are the same vector in different coordinates
  have hTg : T *ᵥ g' = g := by
    rw [(solve_iff hSd).mp hg]
    exact (solve_iff hT).mpr ((preconditioned_residual_covariant hS hT H e c g').mp hg')
  constructor
  · rw [Matrix.mulVec_sub, Matrix.mulVec_smul, hTg]
  · rw [residual_inBasis, Matrix.dotProduct_mulVec, Matrix.vecMul_transpose, hTg]

/-- For an invertible basis change `T`, the rules `Tᵀ r` and `T⁻¹ r` agree on every vector
exactly when `T` is orthogonal. -/
theorem transpose_eq_inverse_iff {T : Matrix n n ℝ} (hT : IsUnit T.det) :
    (∀ r : n → ℝ, Tᵀ *ᵥ r = T⁻¹ *ᵥ r) ↔ Tᵀ * T = 1 := by
  constructor
  · intro h
    -- test on the basis vectors
    have hinv : Tᵀ = T⁻¹ := by
      ext i j
      have hij := congrFun (h (Pi.single j 1)) i
      simpa using hij
    rw [hinv, Matrix.nonsing_inv_mul _ hT]
  · intro h r
    rw [Matrix.inv_eq_left_inv h]

/-- With at least two basis functions and a positive definite overlap, every vector is the
residual of some symmetric Hamiltonian at a normalised orbital, with `e` the energy expectation
value of that orbital. -/
theorem exists_residual_eq [Nontrivial n] {S : Matrix n n ℝ} (hS : S.PosDef) (r : n → ℝ) :
    ∃ (H : Matrix n n ℝ) (c : n → ℝ), H.IsSymm ∧ c ⬝ᵥ S *ᵥ c = 1 ∧
      residual H S (c ⬝ᵥ H *ᵥ c) c = r := by
  -- a nonzero vector orthogonal to r
  obtain ⟨c₀, hc₀, hr₀⟩ : ∃ c₀ : n → ℝ, c₀ ≠ 0 ∧ c₀ ⬝ᵥ r = 0 := by
    obtain ⟨i, j, hij⟩ := exists_pair_ne n
    by_cases hi : r i = 0
    · exact ⟨Pi.single i 1, by simp, by simp [hi]⟩
    · refine ⟨Pi.single i (r j) - Pi.single j (r i), fun h => hi ?_, ?_⟩
      · have hj := congrFun h j
        simpa [Pi.single_apply, hij.symm] using hj
      · rw [sub_dotProduct, single_dotProduct, single_dotProduct]
        ring
  -- normalise it in the overlap metric
  obtain ⟨c, hcS, hcr⟩ : ∃ c : n → ℝ, c ⬝ᵥ S *ᵥ c = 1 ∧ c ⬝ᵥ r = 0 := by
    have hpos : 0 < c₀ ⬝ᵥ S *ᵥ c₀ := by
      simpa only [star_trivial] using hS.dotProduct_mulVec_pos hc₀
    obtain ⟨s, hs0, hs⟩ : ∃ s : ℝ, s ≠ 0 ∧ c₀ ⬝ᵥ S *ᵥ c₀ = s * s :=
      ⟨_, (Real.sqrt_pos.mpr hpos).ne', (Real.mul_self_sqrt hpos.le).symm⟩
    refine ⟨s⁻¹ • c₀, ?_, ?_⟩
    · rw [Matrix.mulVec_smul, smul_dotProduct, dotProduct_smul, smul_eq_mul, smul_eq_mul, hs]
      field_simp
    · rw [smul_dotProduct, hr₀, smul_zero]
  have hcc : c ⬝ᵥ c ≠ 0 := by
    intro h
    rw [dotProduct_self_eq_zero.mp h] at hcS
    simp at hcS
  obtain ⟨k, hk⟩ : ∃ k : ℝ, k * (c ⬝ᵥ c) = 1 := ⟨_, inv_mul_cancel₀ hcc⟩
  -- the symmetric Hamiltonian that couples c to r
  let H : Matrix n n ℝ := Matrix.of fun i j => k * (r i * c j + c i * r j)
  have hH : H *ᵥ c = r := by
    ext i
    have hi : (H *ᵥ c) i = k * (r i * (c ⬝ᵥ c) + c i * (c ⬝ᵥ r)) := by
      simp only [H, Matrix.mulVec, dotProduct, Matrix.of_apply, Finset.mul_sum,
        ← Finset.sum_add_distrib]
      exact Finset.sum_congr rfl fun j _ => by ring
    rw [hi, hcr]
    linear_combination (r i) * hk
  refine ⟨H, c, Matrix.IsSymm.ext fun i j => ?_, hcS, ?_⟩
  · simp only [H, Matrix.of_apply]
    ring
  · rw [residual, hH, hcr, zero_smul, sub_zero]

/-- Take at least two basis functions, a positive definite overlap and an invertible `T`. The raw
residuals in the two bases describe the same vector, for all symmetric Hamiltonians and all
normalised orbitals with their energy expectation values, exactly when `T` is orthogonal. -/
theorem raw_residual_covariant_iff [Nontrivial n] {S T : Matrix n n ℝ} (hS : S.PosDef)
    (hT : IsUnit T.det) :
    (∀ (H : Matrix n n ℝ) (c : n → ℝ), H.IsSymm → c ⬝ᵥ inBasis T S *ᵥ c = 1 →
      T *ᵥ residual (inBasis T H) (inBasis T S) (c ⬝ᵥ inBasis T H *ᵥ c) c =
        residual H S ((T *ᵥ c) ⬝ᵥ H *ᵥ (T *ᵥ c)) (T *ᵥ c)) ↔ Tᵀ * T = 1 := by
  constructor
  · intro h
    rw [← transpose_eq_inverse_iff hT]
    intro r
    -- realise r as a physical residual and compare the two bases
    obtain ⟨H, c, hH, hc, hr⟩ := exists_residual_eq hS r
    have hTc : T *ᵥ (T⁻¹ *ᵥ c) = c := (solve_iff hT).mpr rfl
    have h1 := h H (T⁻¹ *ᵥ c) hH (by rw [expectation_inBasis, hTc, hc])
    rw [expectation_inBasis, residual_inBasis, hTc, hr] at h1
    exact (solve_iff hT).mp h1
  · intro h H c _ _
    rw [expectation_inBasis, residual_inBasis, Matrix.mulVec_mulVec _ T Tᵀ,
      mul_eq_one_comm.mp h, Matrix.one_mulVec]

end ResidualCovariance
```

```lean
#print axioms ResidualCovariance.preconditioned_step_covariant
#print axioms ResidualCovariance.raw_residual_covariant_iff
```

```
'ResidualCovariance.preconditioned_step_covariant' depends on axioms: [propext, Classical.choice, Quot.sound]
'ResidualCovariance.raw_residual_covariant_iff' depends on axioms: [propext, Classical.choice, Quot.sound]
```

### From the transformation rules to the two equivalences

`inBasis_mulVec` regroups the product TᵀATc, and `residual_inBasis` adds linearity to obtain r' = Tᵀr. `expectation_inBasis` moves Tᵀ to the other side of the dot product, which shows that norms and energies are the same in both bases.

`solve_iff` says that Ax = y is equivalent to x = A⁻¹y for invertible A. In `preconditioned_residual_covariant`, the rewriting first produces TᵀSTg = Tᵀr, and then `solve_iff` is applied to Tᵀ, S and T in the order used above. Positive definiteness enters here only through det S ≠ 0. In `preconditioned_step_covariant`, the intermediate result `hTg` is Tg' = g, and both conclusions follow from it.

For `transpose_eq_inverse_iff`, the vectors `Pi.single j 1` pick out the columns of Tᵀ and T⁻¹, so agreement on all vectors makes the matrices equal. The converse uses that a left inverse of a square matrix is its inverse.

`exists_residual_eq` carries out the construction of c and H. The case distinction on `r i = 0` gives c₀. Positive definiteness makes c₀ᵀSc₀ positive, and `s` is its square root. The number `k` is 1/(cᵀc), and `hH` establishes Hc = r entry by entry.

In the forward direction of `raw_residual_covariant_iff`, an arbitrary r is realised in this way by some H and c. The assumed covariance is applied to the new coefficients T⁻¹c and becomes TTᵀr = r, hence Tᵀr = T⁻¹r, and `transpose_eq_inverse_iff` finishes the argument. In the other direction, `mul_eq_one_comm` turns TᵀT = 1 into TTᵀ = 1, and the two residuals coincide.
